# In an irreducible representation, the group's images of any nonzero subspace span the whole space

Let a symmetry group act linearly on a space of states, in such a way that the only subspaces stable under every operation are zero and the full space. The lemma says that if we take any nonzero subspace `S` and move it by all the group operations, the images together span the full space. The group may be any group and the space a vector space over any field; neither need be finite, and no inner product is assumed. The attempt shows that the span of the images is itself stable, so that it must be zero or everything, and then rules out zero because the span contains `S`, as the image under the identity.

The failing Lean file:

```lean
import Mathlib

open Module

namespace TranslatesSpan

variable {k G V : Type*} [Field k] [Group G] [AddCommGroup V] [Module k V]

/-- The subspace `W` is mapped into itself by every operation of the subgroup `H`. -/
def Stable (ρ : G →* Module.End k V) (H : Subgroup G) (W : Submodule k V) : Prop :=
  ∀ h ∈ H, ∀ v ∈ W, ρ h v ∈ W

/-- The only subspaces stable under the whole group are zero and the full space. -/
def IsIrred (ρ : G →* Module.End k V) : Prop :=
  ∀ W : Submodule k V, Stable ρ ⊤ W → W = ⊥ ∨ W = ⊤

private lemma act_mul (ρ : G →* Module.End k V) (a b : G) (v : V) :
    ρ a (ρ b v) = ρ (a * b) v := by
  rw [map_mul]; rfl

/-- In an irreducible representation the images of a nonzero subspace under all
group operations together span the full space. -/
theorem translates_span (ρ : G →* Module.End k V) (hρ : IsIrred ρ)
    {S : Submodule k V} (hS : S ≠ ⊥) : ⨆ g, S.map (ρ g) = ⊤ := by
  refine (hρ _ ?_).resolve_left fun h => hS ?_
  · intro a _ v hv
    have hle : (⨆ g, S.map (ρ g)) ≤ (⨆ g, S.map (ρ g)).comap (ρ a) := by
      refine iSup_le fun g => ?_
      rintro _ ⟨s, hs, rfl⟩
      show ρ a (ρ g s) ∈ _
      rw [act_mul]
      exact Submodule.mem_iSup_of_mem (a * g) ⟨s, hs, rfl⟩
    exact hle hv
  · rw [eq_bot_iff, ← h]
    exact fun s hs => Submodule.mem_iSup_of_mem 1 ⟨s, hs, by simp⟩

end TranslatesSpan
```

Messages:

```
Main.lean:30:11: error: typeclass instance problem is stuck
  Membership V ?m.156

Note: Lean will not try to resolve this typeclass instance problem because the second type argument to `Membership` is a metavariable. This argument must be fully determined before Lean will try to resolve the typeclass.

Hint: Adding type annotations and supplying implicit arguments to functions can give Lean more information for typeclass resolution. For example, if you have a variable `x` that you intend to be a `Nat`, but Lean reports it as having an unresolved type like `?m`, replacing `x` with `(x : Nat)` can get typeclass resolution un-stuck.
```

What went wrong. The error is in the `show` line, which restates the goal as `ρ a (ρ g s) ∈ _`. The sign `∈` can be used with many kinds of collection, and Lean chooses its meaning by finding a `Membership` instance, for which it must know the type of the collection. Here the collection is only an underscore. The message says that this type, `?m.156`, was still undetermined when Lean needed the instance, so the search was stuck. The mathematics of the step is not at fault.

The repair writes the collection out as `(⨆ g, S.map (ρ g) : Submodule k V)`. Its type is now known and the instance can be found. The restated goal is also one that `show` can accept, because a vector lies in the `comap` of a subspace under `ρ a` exactly when `ρ a` sends it into that subspace, and this holds by definition. The lines that follow then work unchanged.

Fix (accepted with no message):

```diff
@@ -28,5 +28,5 @@
       refine iSup_le fun g => ?_
       rintro _ ⟨s, hs, rfl⟩
-      show ρ a (ρ g s) ∈ _
+      show ρ a (ρ g s) ∈ (⨆ g, S.map (ρ g) : Submodule k V)
       rw [act_mul]
       exact Submodule.mem_iSup_of_mem (a * g) ⟨s, hs, rfl⟩
```
